# A constant matrix maps radial Dirac–Coulomb solutions for k to solutions for −k

Write the radial Dirac–Coulomb equation as

y′ = (M_k/r + N) y, r > 0,

M_k = [[−k, a], [−a, k]], N = [[0, E+m], [m−E, 0]],

with coupling a, mass m, energy E and Dirac quantum number k. The constant matrix T_k = a m − k N sends every solution to a solution for −k at the same E. For k ≠ 0 it is singular exactly when E² = m²(1 − a²/k²), which for a, m, E > 0 and k < 0 is the energy of the nodeless level. Could someone write out the full argument and have Lean check it?

## From two matrix products to the nodeless state

Multiplying out, both T_k M_k and M_(−k) T_k equal

[[a k E, a²m − k²(E+m)], [k²(m−E) − a²m, a k E]].

T_k also commutes with N, being a polynomial in N. So if y solves the equation for k,

(T_k y)′ = T_k (M_k/r + N) y = (M_(−k)/r + N) T_k y.

Since N² = (m² − E²)·1,

T_(−k) T_k = (a m + k N)(a m − k N) = D·1, D = a²m² − k²(m² − E²).

Expanding the determinant gives det T_k = D too. For k ≠ 0, dividing D = 0 by k² gives the stated energies. If D ≠ 0, a solution z for −k has the unique preimage y = D⁻¹ T_(−k) z.

Now let D = 0 with k, m ≠ 0, and put v = (E+m, a m/k). Because m² − E² = (a m/k)²,

N v = ((E+m) a m/k, m² − E²) = (a m/k) v.

The components of M_k v are

−k(E+m) + a²m/k = −k(E+m) + k(m² − E²)/m = −(kE/m)(E+m),

−a(E+m) + a m = −a E = −(kE/m)(a m/k),

so M_k v = −(kE/m) v. Therefore

y(r) = r^(−kE/m) exp(a m r/k) v

satisfies y′ = (−kE/(m r) + a m/k) y = (M_k/r + N) y, and T_k y = (a m − k·a m/k) y = 0.

For a, m, E > 0 and k < 0, the power is positive and the exponential decays. Both components of v are nonzero, so y has no nodes at r > 0 and vanishes at both ends.

```lean
import Mathlib

open Matrix Filter Topology

namespace DiracCoulombJohnsonLippmann

noncomputable section

/-- The coefficient of `1/r` in the radial Dirac-Coulomb equation, for coupling `a` and
Dirac quantum number `k`. -/
def coulombMatrix (a k : ℝ) : Matrix (Fin 2) (Fin 2) ℝ := !![-k, a; -a, k]

/-- The constant part of the radial equation, for mass `m` and energy `E`. -/
def energyMatrix (m E : ℝ) : Matrix (Fin 2) (Fin 2) ℝ := !![0, E + m; m - E, 0]

/-- The two radial components `y` solve the Dirac-Coulomb equation
`y' = (M_k / r + N) y` at every radius `r > 0`. -/
def IsRadialSolution (a m E k : ℝ) (y : ℝ → Fin 2 → ℝ) : Prop :=
  ∀ r : ℝ, 0 < r →
    HasDerivAt y ((r⁻¹ • coulombMatrix a k + energyMatrix m E) *ᵥ y r) r

/-- The radial Johnson-Lippmann matrix `T_k = a m - k N`. -/
def jlMap (a m E k : ℝ) : Matrix (Fin 2) (Fin 2) ℝ :=
  (a * m) • (1 : Matrix (Fin 2) (Fin 2) ℝ) - k • energyMatrix m E

/-- The constant spinor `(E + m, a m / k)`, for `k ≠ 0`. -/
def nodelessVector (a m E k : ℝ) : Fin 2 → ℝ := ![E + m, a * m / k]

/-- The radial function `r ^ (-k E / m) * exp (a m r / k)` times the constant spinor
`(E + m, a m / k)`, for `k ≠ 0`, `m ≠ 0` and `r > 0`. -/
def nodelessState (a m E k : ℝ) (r : ℝ) : Fin 2 → ℝ :=
  (r ^ (-(k * E / m)) * Real.exp (a * m / k * r)) • nodelessVector a m E k

/-- The Johnson-Lippmann matrix turns the `1/r` term for `k` into the one for `-k`, and it
commutes with the constant term. -/
theorem jlMap_intertwines (a m E k : ℝ) :
    jlMap a m E k * coulombMatrix a k = coulombMatrix a (-k) * jlMap a m E k ∧
    jlMap a m E k * energyMatrix m E = energyMatrix m E * jlMap a m E k := by
  constructor
  · ext i j
    fin_cases i <;> fin_cases j <;>
      simp [jlMap, coulombMatrix, energyMatrix, Matrix.mul_apply, Fin.sum_univ_two] <;> ring
  · simp only [jlMap, sub_mul, mul_sub, smul_mul_assoc, mul_smul_comm, one_mul, mul_one]

/-- The Johnson-Lippmann matrix sends every solution of the radial Dirac-Coulomb equation for
`k` to a solution for `-k` at the same energy. -/
theorem jlMap_solution {a m E k : ℝ} {y : ℝ → Fin 2 → ℝ} (hy : IsRadialSolution a m E k y) :
    IsRadialSolution a m E (-k) (fun r => jlMap a m E k *ᵥ y r) := by
  intro r hr
  obtain ⟨h1, h2⟩ := jlMap_intertwines a m E k
  have e : jlMap a m E k * (r⁻¹ • coulombMatrix a k + energyMatrix m E)
      = (r⁻¹ • coulombMatrix a (-k) + energyMatrix m E) * jlMap a m E k := by
    rw [mul_add, add_mul, mul_smul_comm, smul_mul_assoc, h1, h2]
  -- a constant matrix passes through the derivative
  have h : HasDerivAt (fun s => jlMap a m E k *ᵥ y s)
      (jlMap a m E k *ᵥ ((r⁻¹ • coulombMatrix a k + energyMatrix m E) *ᵥ y r)) r := by
    have hd := hasDerivAt_pi.1 (hy r hr)
    rw [hasDerivAt_pi]
    intro i
    simp only [Matrix.mulVec, dotProduct, Fin.sum_univ_two] at hd ⊢
    exact ((hd 0).const_mul _).fun_add ((hd 1).const_mul _)
  refine h.congr_deriv ?_
  simp only [Matrix.mulVec_mulVec, e]

/-- Going from `k` to `-k` and back multiplies every spinor by
`a² m² - k² (m² - E²)`. -/
theorem jlMap_neg_mul (a m E k : ℝ) :
    jlMap a m E (-k) * jlMap a m E k
      = (a ^ 2 * m ^ 2 - k ^ 2 * (m ^ 2 - E ^ 2)) • (1 : Matrix (Fin 2) (Fin 2) ℝ) := by
  ext i j
  fin_cases i <;> fin_cases j <;>
    simp [jlMap, energyMatrix, Matrix.mul_apply, Fin.sum_univ_two] <;> ring

/-- For `k ≠ 0` the Johnson-Lippmann matrix is singular exactly at the energies with
`E² = m² (1 - a² / k²)`. -/
theorem jlMap_singular_iff (a m E : ℝ) {k : ℝ} (hk : k ≠ 0) :
    (jlMap a m E k).det = 0 ↔ E ^ 2 = m ^ 2 * (1 - a ^ 2 / k ^ 2) := by
  have hdet : (jlMap a m E k).det = a ^ 2 * m ^ 2 - k ^ 2 * (m ^ 2 - E ^ 2) := by
    rw [Matrix.det_fin_two]
    simp [jlMap, energyMatrix]
    ring
  have hq : m ^ 2 * (1 - a ^ 2 / k ^ 2) = (m ^ 2 * k ^ 2 - a ^ 2 * m ^ 2) / k ^ 2 := by
    field
  rw [hdet, hq, eq_div_iff (pow_ne_zero 2 hk)]
  constructor <;> intro h <;> linear_combination h

/-- For `k ≠ 0` and an energy with `E² ≠ m² (1 - a² / k²)`, every solution for `-k` is the
Johnson-Lippmann image of exactly one solution for `k`. -/
theorem jlMap_bijective {a m E k : ℝ} (hk : k ≠ 0)
    (hE : E ^ 2 ≠ m ^ 2 * (1 - a ^ 2 / k ^ 2)) {z : ℝ → Fin 2 → ℝ}
    (hz : IsRadialSolution a m E (-k) z) :
    ∃! y : ℝ → Fin 2 → ℝ, IsRadialSolution a m E k y ∧ ∀ r, jlMap a m E k *ᵥ y r = z r := by
  have hd : a ^ 2 * m ^ 2 - k ^ 2 * (m ^ 2 - E ^ 2) ≠ 0 := by
    intro h
    apply hE
    have hq : m ^ 2 * (1 - a ^ 2 / k ^ 2) = (m ^ 2 * k ^ 2 - a ^ 2 * m ^ 2) / k ^ 2 := by
      field
    rw [hq, eq_div_iff (pow_ne_zero 2 hk)]
    linear_combination h
  have h1 := jlMap_neg_mul a m E k
  have h2 := jlMap_neg_mul a m E (-k)
  rw [neg_neg, neg_sq] at h2
  have hs := jlMap_solution hz
  rw [neg_neg] at hs
  set d := a ^ 2 * m ^ 2 - k ^ 2 * (m ^ 2 - E ^ 2)
  -- the inverse map is the matrix for `-k` divided by `d`
  refine ⟨fun r => d⁻¹ • (jlMap a m E (-k) *ᵥ z r), ⟨?_, ?_⟩, ?_⟩
  · intro r hr
    refine ((hs r hr).const_smul d⁻¹).congr_deriv ?_
    simp only [Matrix.mulVec_smul]
  · intro r
    simp only [Matrix.mulVec_smul, Matrix.mulVec_mulVec, h2, Matrix.smul_mulVec,
      Matrix.one_mulVec, smul_smul, inv_mul_cancel₀ hd, one_smul]
  · rintro y ⟨-, hy⟩
    funext r
    simp only [← hy r, Matrix.mulVec_mulVec, h1, Matrix.smul_mulVec,
      Matrix.one_mulVec, smul_smul, inv_mul_cancel₀ hd, one_smul]

/-- For `k ≠ 0`, `m ≠ 0` and `E² = m² (1 - a² / k²)`, the matrices `coulombMatrix a k` and
`energyMatrix m E` multiply the spinor `(E + m, a m / k)` by the numbers `-k E / m` and `a m / k`,
respectively. -/
theorem nodelessVector_eigen {a m E k : ℝ} (hk : k ≠ 0) (hm : m ≠ 0)
    (hE : E ^ 2 = m ^ 2 * (1 - a ^ 2 / k ^ 2)) :
    coulombMatrix a k *ᵥ nodelessVector a m E k
      = (-(k * E / m)) • nodelessVector a m E k ∧
    energyMatrix m E *ᵥ nodelessVector a m E k = (a * m / k) • nodelessVector a m E k := by
  have hmv : ∀ p q s t x y : ℝ,
      !![p, q; s, t] *ᵥ ![x, y] = ![p * x + q * y, s * x + t * y] := by
    intro p q s t x y
    ext i
    fin_cases i <;> simp [Matrix.mulVec, dotProduct, Fin.sum_univ_two]
  have hsm : ∀ c x y : ℝ, c • ![x, y] = ![c * x, c * y] := by
    intro c x y
    ext i
    fin_cases i <;> simp
  have e1 : -k * (E + m) + a * (a * m / k) = -(k * E / m) * (E + m) := by
    have h : -k * (E + m) + a * (a * m / k) - -(k * E / m) * (E + m)
        = k / m * (E ^ 2 - m ^ 2 * (1 - a ^ 2 / k ^ 2)) := by field
    rw [← sub_eq_zero, h, hE, sub_self, mul_zero]
  have e2 : -a * (E + m) + k * (a * m / k) = -(k * E / m) * (a * m / k) := by field
  have e3 : 0 * (E + m) + (E + m) * (a * m / k) = a * m / k * (E + m) := by ring
  have e4 : (m - E) * (E + m) + 0 * (a * m / k) = a * m / k * (a * m / k) := by
    linear_combination -hE
  unfold coulombMatrix energyMatrix nodelessVector
  exact ⟨by rw [hmv, hsm, e1, e2], by rw [hmv, hsm, e3, e4]⟩

/-- For `k ≠ 0`, `m ≠ 0` and `E² = m² (1 - a² / k²)`, the function `nodelessState` solves the
radial equation for `k`, and the Johnson-Lippmann matrix annihilates it. -/
theorem nodelessState_solution {a m E k : ℝ} (hk : k ≠ 0) (hm : m ≠ 0)
    (hE : E ^ 2 = m ^ 2 * (1 - a ^ 2 / k ^ 2)) :
    IsRadialSolution a m E k (nodelessState a m E k) ∧
    ∀ r, jlMap a m E k *ᵥ nodelessState a m E k r = 0 := by
  obtain ⟨h1, h2⟩ := nodelessVector_eigen hk hm hE
  constructor
  · intro r hr
    have hp := Real.hasDerivAt_rpow_const (p := -(k * E / m)) (Or.inl hr.ne')
    have he := ((hasDerivAt_id r).const_mul (a * m / k)).exp
    refine ((hp.fun_mul he).smul_const (nodelessVector a m E k)).congr_deriv ?_
    -- both terms of the equation act on the spinor as numbers
    simp only [nodelessState, Matrix.mulVec_smul, Matrix.add_mulVec, Matrix.smul_mulVec,
      h1, h2, smul_smul, ← add_smul, Real.rpow_sub_one hr.ne', id_eq]
    congr 1
    ring
  · intro r
    have hc : k * (a * m / k) = a * m := by field
    simp only [nodelessState, jlMap, Matrix.mulVec_smul, Matrix.sub_mulVec,
      Matrix.smul_mulVec, Matrix.one_mulVec, h2, smul_smul, hc, sub_self, smul_zero]

/-- For `a`, `m`, `E` positive and `k` negative, neither component of `nodelessState` has a
zero at `r > 0`, and the function tends to zero at the origin and at infinity. -/
theorem nodelessState_bound {a m E k : ℝ} (ha : 0 < a) (hm : 0 < m) (hE : 0 < E) (hk : k < 0) :
    (∀ r, 0 < r → ∀ i, nodelessState a m E k r i ≠ 0) ∧
    Tendsto (nodelessState a m E k) (𝓝[>] 0) (𝓝 0) ∧
    Tendsto (nodelessState a m E k) atTop (𝓝 0) := by
  have hg : 0 < -(k * E / m) :=
    neg_pos.2 (div_neg_of_neg_of_pos (mul_neg_of_neg_of_pos hk hE) hm)
  have hu : a * m / k < 0 := div_neg_of_pos_of_neg (mul_pos ha hm) hk
  refine ⟨?_, ?_, ?_⟩
  · intro r hr i
    have hv : nodelessVector a m E k i ≠ 0 := by
      fin_cases i
      · exact (add_pos hE hm).ne'
      · exact hu.ne
    exact mul_ne_zero (mul_pos (Real.rpow_pos_of_pos hr _) (Real.exp_pos _)).ne' hv
  · have hc : Continuous fun r : ℝ => r ^ (-(k * E / m)) * Real.exp (a * m / k * r) :=
      (Real.continuous_rpow_const hg.le).mul
        (Real.continuous_exp.comp (continuous_const.mul continuous_id))
    have h0 := (hc.tendsto 0).smul_const (nodelessVector a m E k)
    rw [Real.zero_rpow hg.ne', zero_mul, zero_smul] at h0
    exact h0.mono_left nhdsWithin_le_nhds
  · have h := tendsto_rpow_mul_exp_neg_mul_atTop_nhds_zero (-(k * E / m)) (-(a * m / k))
      (neg_pos.2 hu)
    rw [neg_neg] at h
    have h0 := h.smul_const (nodelessVector a m E k)
    rw [zero_smul] at h0
    exact h0

end

end DiracCoulombJohnsonLippmann
```

```lean
#print axioms DiracCoulombJohnsonLippmann.jlMap_solution
#print axioms DiracCoulombJohnsonLippmann.jlMap_bijective
#print axioms DiracCoulombJohnsonLippmann.nodelessState_solution
#print axioms DiracCoulombJohnsonLippmann.nodelessState_bound
```

```
'DiracCoulombJohnsonLippmann.jlMap_solution' depends on axioms: [propext, Classical.choice, Quot.sound]
'DiracCoulombJohnsonLippmann.jlMap_bijective' depends on axioms: [propext, Classical.choice, Quot.sound]
'DiracCoulombJohnsonLippmann.nodelessState_solution' depends on axioms: [propext, Classical.choice, Quot.sound]
'DiracCoulombJohnsonLippmann.nodelessState_bound' depends on axioms: [propext, Classical.choice, Quot.sound]
```

## What the Lean statements say about the atom

`coulombMatrix`, `energyMatrix` and `jlMap` are M_k, N and T_k. In units ħ = c = 1, the components of y are r times the large and small radial functions, and a > 0 is attraction. `IsRadialSolution` demands the equation at every r > 0 and imposes no boundary condition, so E is a free parameter. It also allows any real k, whereas in the atom the angular part makes k a nonzero integer. `nodelessVector` and `nodelessState` are v and the explicit y, unnormalised.

`jlMap_bijective` uses `∃!` for the unique preimage. `nodelessState_bound` does not assume the energy condition; `nodelessState_solution` supplies the differential equation when it holds.

The Johnson–Lippmann operator itself acts on four-component spinors and commutes with the Dirac–Coulomb Hamiltonian. The file treats only a radial matrix at fixed E, and neither the reduction from three dimensions nor the bound spectrum is derived. In the Dirac equation for one electron and a point nucleus, without radiative corrections, the map underlies the degeneracy of pairs such as 2s₁/₂ and 2p₁/₂, while the nodeless state offers a test function for radial Dirac solvers.

The condition on E in `jlMap_bijective` matters. Take m = 1, k = −1, a = 3/5, E = 4/5. Then

T_k = [[3/5, 9/5], [1/5, 3/5]]

annihilates the solution r^(4/5) exp(−3r/5) (9/5, −3/5). This solution and y = 0 have the same image, so uniqueness fails.

## Calculus first, then algebra

`jlMap_intertwines` checks the first product entry by entry and the commutation with N by ring rules. `jlMap_neg_mul` computes T_(−k) T_k, and `jlMap_singular_iff` expands the determinant and clears k². `jlMap_bijective` builds the preimage from D⁻¹ T_(−k). `nodelessVector_eigen` proves the four component identities, named `e1` to `e4`.

The differential equations turn on `HasDerivAt.congr_deriv`. A statement `HasDerivAt f f' r` carries the derivative's value `f'` explicitly. The calculus rules produce that value in whatever form they yield, and `congr_deriv` replaces it by the desired one, given a proof that the two are equal. In `jlMap_solution` that equality is the intertwining relation; in `nodelessState_solution` it follows from the two eigenvalue equations. The limits in `nodelessState_bound` come from continuity at zero and from exponential decay beating any power at infinity.
